# Rotating two bath levels turns an impurity's star Hamiltonian into a chain

In a non-interacting model, an impurity level is coupled by real amplitudes `v` and `w`, not both zero, to two bath levels that are not coupled to each other. The lemma states that a given rotation of the bath orbitals is orthogonal and turns this 3 × 3 star Hamiltonian into that of a chain, with hopping √(v² + w²) from the impurity to the first bath site. The new site energies are means of the bath levels weighted by v² and w², with the weights exchanged for the second site, and the hopping between these sites, vw(e₂ − e₁)/(v² + w²), has the square given by `hopSq`. The proof writes the rotation in terms of the normalised couplings `x` and `y` and checks the two matrix identities entry by entry. For the squared hopping it unfolds `hopSq` and calls `ring`.

This version doesn't compile in Lean 4 with Mathlib:

```lean
import Mathlib

open Matrix

namespace RotateStarToChain

noncomputable section

/-- Energy of the first chain site, the weighted mean of the bath levels, for `p + q ≠ 0`. -/
def firstSite (p q e₁ e₂ : ℝ) : ℝ := (p * e₁ + q * e₂) / (p + q)

/-- Energy of the second chain site, the mean with exchanged weights, for `p + q ≠ 0`. -/
def secondSite (p q e₁ e₂ : ℝ) : ℝ := (p * e₂ + q * e₁) / (p + q)

/-- Squared hopping between the two chain sites, for `p + q ≠ 0`. -/
def hopSq (p q e₁ e₂ : ℝ) : ℝ := p * q * (e₁ - e₂) ^ 2 / (p + q) ^ 2

/-- Star Hamiltonian: an impurity level `e₀` coupled by `v`, `w` to two bath levels. -/
def starHam (e₀ e₁ e₂ v w : ℝ) : Matrix (Fin 3) (Fin 3) ℝ :=
  !![e₀, v, w; v, e₁, 0; w, 0, e₂]

/-- Chain Hamiltonian: site energies `e₀`, `a`, `d` with nearest-neighbour hoppings `r`, `t`. -/
def chainHam (e₀ a d r t : ℝ) : Matrix (Fin 3) (Fin 3) ℝ :=
  !![e₀, r, 0; r, a, t; 0, t, d]

/-- Rotation of the two bath orbitals whose first new orbital is proportional to `(v, w)`,
for couplings that are not both zero. -/
def bathRotation (v w : ℝ) : Matrix (Fin 3) (Fin 3) ℝ :=
  !![1, 0, 0;
     0, v / √(v ^ 2 + w ^ 2), -(w / √(v ^ 2 + w ^ 2));
     0, w / √(v ^ 2 + w ^ 2), v / √(v ^ 2 + w ^ 2)]

/-- For couplings that are not both zero, the bath rotation is orthogonal and turns the star
Hamiltonian into a chain, whose inner hopping squares to `hopSq`. -/
theorem rotate_star_to_chain (e₀ e₁ e₂ : ℝ) {v w : ℝ} (h : 0 < v ^ 2 + w ^ 2) :
    (bathRotation v w)ᵀ * bathRotation v w = 1 ∧
    (bathRotation v w)ᵀ * starHam e₀ e₁ e₂ v w * bathRotation v w
      = chainHam e₀ (firstSite (v ^ 2) (w ^ 2) e₁ e₂) (secondSite (v ^ 2) (w ^ 2) e₁ e₂)
          (√(v ^ 2 + w ^ 2)) (v * w * (e₂ - e₁) / (v ^ 2 + w ^ 2)) ∧
    (v * w * (e₂ - e₁) / (v ^ 2 + w ^ 2)) ^ 2 = hopSq (v ^ 2) (w ^ 2) e₁ e₂ := by
  have hr0 : √(v ^ 2 + w ^ 2) ≠ 0 := (Real.sqrt_pos.mpr h).ne'
  have hr2 : √(v ^ 2 + w ^ 2) ^ 2 = v ^ 2 + w ^ 2 := Real.sq_sqrt h.le
  unfold bathRotation
  generalize √(v ^ 2 + w ^ 2) = r at hr0 hr2 ⊢
  -- x and y are the components of the normalised coupling vector
  obtain ⟨x, hx⟩ : ∃ x, x = v / r := ⟨_, rfl⟩
  obtain ⟨y, hy⟩ : ∃ y, y = w / r := ⟨_, rfl⟩
  have hxy : x ^ 2 + y ^ 2 = 1 := by
    rw [hx, hy, div_pow, div_pow, hr2, ← add_div, div_self h.ne']
  have hv : v = r * x := by rw [hx]; field_simp
  have hw : w = r * y := by rw [hy]; field_simp
  have h01 : r = v * x + w * y := by
    rw [hv, hw]
    linear_combination -r * hxy
  have h02 : 0 = w * x - v * y := by rw [hv, hw]; ring
  have h11 : firstSite (v ^ 2) (w ^ 2) e₁ e₂ = x ^ 2 * e₁ + y ^ 2 * e₂ := by
    rw [firstSite, hx, hy, div_pow, div_pow, hr2]; ring
  have h22 : secondSite (v ^ 2) (w ^ 2) e₁ e₂ = x ^ 2 * e₂ + y ^ 2 * e₁ := by
    rw [secondSite, hx, hy, div_pow, div_pow, hr2]; ring
  have h12 : v * w * (e₂ - e₁) / (v ^ 2 + w ^ 2) = x * y * (e₂ - e₁) := by
    rw [← hr2, hx, hy]; ring
  refine ⟨?_, ?_, ?_⟩
  · rw [← hx, ← hy]
    ext i j
    fin_cases i <;> fin_cases j <;> simp [Matrix.mul_apply, Fin.sum_univ_succ] <;>
      linarith
  · rw [← hx, ← hy, h11, h22, h12]
    ext i j
    fin_cases i <;> fin_cases j <;>
      simp [starHam, chainHam, Matrix.mul_apply, Fin.sum_univ_succ] <;> linarith
  · unfold hopSq
    ring

end

end RotateStarToChain
```

Messages:

```
Try this:
  [apply] ring_nf
  
  The `ring` tactic failed to close the goal. Use `ring_nf` to obtain a normal form.
    
  Note that `ring` works primarily in *commutative* rings. If you have a noncommutative ring, abelian group or module, consider using `noncomm_ring`, `abel` or `module` instead.
Main.lean:71:2: error: unsolved goals
case refine_3
e₀ e₁ e₂ v w : ℝ
h : 0 < v ^ 2 + w ^ 2
r : ℝ
hr0 : r ≠ 0
hr2 : r ^ 2 = v ^ 2 + w ^ 2
x : ℝ
hx : x = v / r
y : ℝ
hy : y = w / r
hxy : x ^ 2 + y ^ 2 = 1
hv : v = r * x
hw : w = r * y
h01 : r = v * x + w * y
h02 : 0 = w * x - v * y
h11 : firstSite (v ^ 2) (w ^ 2) e₁ e₂ = x ^ 2 * e₁ + y ^ 2 * e₂
h22 : secondSite (v ^ 2) (w ^ 2) e₁ e₂ = x ^ 2 * e₂ + y ^ 2 * e₁
h12 : v * w * (e₂ - e₁) / (v ^ 2 + w ^ 2) = x * y * (e₂ - e₁)
⊢ -(v ^ 2 * w ^ 2 * e₂ * e₁ * (v ^ 2 + w ^ 2)⁻¹ ^ 2 * 2) + v ^ 2 * w ^ 2 * e₂ ^ 2 * (v ^ 2 + w ^ 2)⁻¹ ^ 2 +
      v ^ 2 * w ^ 2 * e₁ ^ 2 * (v ^ 2 + w ^ 2)⁻¹ ^ 2 =
    -(v ^ 2 * w ^ 2 * e₂ * e₁ * (v ^ 2 * w ^ 2 * 2 + v ^ 4 + w ^ 4)⁻¹ * 2) +
        v ^ 2 * w ^ 2 * e₂ ^ 2 * (v ^ 2 * w ^ 2 * 2 + v ^ 4 + w ^ 4)⁻¹ +
      v ^ 2 * w ^ 2 * e₁ ^ 2 * (v ^ 2 * w ^ 2 * 2 + v ^ 4 + w ^ 4)⁻¹
```

Diagnosis. Only the last part, the squared hopping, fails. The first message says that `ring` could not close the goal and suggests `ring_nf`; the error shows the normalised equation that was left unsolved.

The two sides are equal, but their denominators end up in different forms. On the left a whole fraction is squared, and `ring` keeps `(v ^ 2 + w ^ 2)⁻¹ ^ 2`, the square of an inverse. On the right the denominator is already a square, which `ring` multiplies out before inverting, giving `(v ^ 2 * w ^ 2 * 2 + v ^ 4 + w ^ 4)⁻¹`. It treats the inverse of a sum as an opaque quantity, so it does not see that the two agree.

In the repair, `rw [hopSq, div_pow]` unfolds the definition, as `unfold` did, and moves the left-hand square into numerator and denominator. Both sides are now fractions over `(v ^ 2 + w ^ 2) ^ 2`, so `congr 1` leaves only the numerators to compare. That is a polynomial identity without inverses, which `ring` proves. The added comment is mere tidying.

After these edits no error is left:

```diff
@@ -54,4 +54,5 @@
     linear_combination -r * hxy
   have h02 : 0 = w * x - v * y := by rw [hv, hw]; ring
+  -- site energies and hopping in the rotated basis
   have h11 : firstSite (v ^ 2) (w ^ 2) e₁ e₂ = x ^ 2 * e₁ + y ^ 2 * e₂ := by
     rw [firstSite, hx, hy, div_pow, div_pow, hr2]; ring
@@ -69,5 +70,6 @@
     fin_cases i <;> fin_cases j <;>
       simp [starHam, chainHam, Matrix.mul_apply, Fin.sum_univ_succ] <;> linarith
-  · unfold hopSq
+  · rw [hopSq, div_pow]
+    congr 1
     ring
 
```
